# Ratio-scaled composite energies of two noninteracting fragments add exactly when a basis-set or method ratio is shared

## Two fragments with a spurious interaction

Let $L$ be the RPA energy of a fragment in a large basis, $l$ its RPA energy in a small basis, and $h$ the energy of a higher-level method in the small basis. The ratio-scaled composite is
$$C(L,l,h)=\frac{L\,h}{l}.$$

In arbitrary units, take two fragments with $l_1=l_2=-1$, $L_1=h_1=-1$ and $L_2=h_2=-2$. Their composites are $-1$ and $-4$, with sum $-5$. The summed energies give $(-3)(-3)/(-2)=-4.5$, so the fragments seem to repel each other by $0.5$ although they don't interact. If $h_2$ is changed to $-1$, both routes give $-3$. The fragments then share the ratio $h/l$.

## Where the defect enters a binding energy

For a dimer AB, one computes the three energies, typically correlation energies, for AB, A and B, forms each composite, and takes $C_{AB}-C_A-C_B$. With correlation energies, this is the correlation part of the interaction energy, and the mean-field part is added separately. At large separation, if each of the three levels is additive, $C_{AB}-C_A-C_B$ should vanish. What remains is the size-consistency defect derived below. It is zero for two identical fragments, which share both ratios.

## The defect as a product

Write $r_i=L_i/l_i$ for the basis-set ratio and $m_i=h_i/l_i$ for the method ratio. Then $L_i=r_il_i$, $h_i=m_il_i$ and $C_i=r_im_il_i$. Let $D$ be the composite of the summed energies minus $C_1+C_2$. Multiplying by $l_1+l_2$ gives
$$\begin{aligned}(l_1+l_2)D&=(r_1l_1+r_2l_2)(m_1l_1+m_2l_2)-(l_1+l_2)(r_1m_1l_1+r_2m_2l_2)\\&=l_1l_2(r_1m_2+r_2m_1-r_1m_1-r_2m_2)\\&=-l_1l_2(r_1-r_2)(m_1-m_2).\end{aligned}$$
Hence
$$D=-\frac{l_1l_2}{l_1+l_2}\,(r_1-r_2)(m_1-m_2).$$

For $l_1,l_2<0$ the prefactor is positive. So $D=0$ exactly when $r_1=r_2$ or $m_1=m_2$, and $D>0$ exactly when the two differences have the same sign.

The sign rule needs more than nonzero $l_1$, $l_2$ and $l_1+l_2$. With $l_1=l_2=1$, $L_1=h_1=1$ and $L_2=h_2=2$, the product of differences is $1$, yet $D=4.5-5<0$.

## More than two fragments

For any finite number of fragments, each pair term expands as
$$l_il_j(r_i-r_j)(m_i-m_j)=C_il_j+l_iC_j-L_ih_j-h_iL_j.$$
With $S=\sum_i l_i$, summing over all $i,j$ gives $2S\sum_iC_i-2\left(\sum_iL_i\right)\left(\sum_ih_i\right)$. If $S\ne0$, division by $-2S$ yields
$$D=-\frac{1}{2S}\sum_{i,j}l_il_j(r_i-r_j)(m_i-m_j).$$

A ratio common to all fragments makes every term vanish. The converse fails for three fragments: with $l_i=-1$, $r=(1,2,3)$ and $m=(1,2,1)$, the pair products are $1$, $0$ and $-1$, and they cancel.

## The statement in Lean

`composite L l h` is a function of three real numbers. Noninteraction enters through its arguments: the whole system has energies `L₁ + L₂`, `l₁ + l₂` and `h₁ + h₂`. This additivity is assumed at each level, not derived from a Hamiltonian.

`composite_additive_iff` is the two-fragment equivalence. It assumes `l₁ < 0` and `l₂ < 0` and leaves the signs of the other energies free. `sum_lt_composite_iff` is the sign rule. `defect_many` and `composite_additive_many` index the fragments by a finite type `ι` and, instead of negative `l i`, assume that each `l i` and their sum are nonzero.

```lean
import Mathlib

open Finset

namespace RatioScaledComposite

noncomputable section

/-- The ratio-scaled composite energy `L * h / l`, built from the RPA energy `L` in a large basis,
the RPA energy `l ≠ 0` in a small basis and the higher-method energy `h` in the small basis. -/
def composite (L l h : ℝ) : ℝ := L * h / l

/-- The size-consistency defect of two noninteracting fragments is `-(l₁ * l₂ / (l₁ + l₂))` times
the product of the difference of their basis-set ratios `L / l` and the difference of their method
ratios `h / l`. The small-basis RPA energies of the fragments and their sum are nonzero. -/
theorem defect_two (L₁ L₂ h₁ h₂ : ℝ) {l₁ l₂ : ℝ} (hl₁ : l₁ ≠ 0) (hl₂ : l₂ ≠ 0)
    (hl : l₁ + l₂ ≠ 0) :
    composite (L₁ + L₂) (l₁ + l₂) (h₁ + h₂) - (composite L₁ l₁ h₁ + composite L₂ l₂ h₂)
      = -(l₁ * l₂ / (l₁ + l₂)) * ((L₁ / l₁ - L₂ / l₂) * (h₁ / l₁ - h₂ / l₂)) := by
  unfold composite
  field_simp
  ring

/-- For negative small-basis RPA energies the prefactor of the two-fragment defect is positive. -/
theorem prefactor_pos {l₁ l₂ : ℝ} (hl₁ : l₁ < 0) (hl₂ : l₂ < 0) :
    0 < -(l₁ * l₂ / (l₁ + l₂)) :=
  neg_pos.2 (div_neg_of_pos_of_neg (mul_pos_of_neg_of_neg hl₁ hl₂) (by linarith))

/-- For two noninteracting fragments with negative small-basis RPA energies, the composite of the
summed energies equals the sum of the fragment composites if and only if the fragments share the
basis-set ratio `L / l` or the method ratio `h / l`. -/
theorem composite_additive_iff (L₁ L₂ h₁ h₂ : ℝ) {l₁ l₂ : ℝ} (hl₁ : l₁ < 0) (hl₂ : l₂ < 0) :
    composite (L₁ + L₂) (l₁ + l₂) (h₁ + h₂) = composite L₁ l₁ h₁ + composite L₂ l₂ h₂
      ↔ L₁ / l₁ = L₂ / l₂ ∨ h₁ / l₁ = h₂ / l₂ := by
  have key := defect_two L₁ L₂ h₁ h₂ hl₁.ne hl₂.ne (by linarith : l₁ + l₂ < 0).ne
  have hc := prefactor_pos hl₁ hl₂
  constructor
  · intro hadd
    -- a vanishing defect forces one of the two ratio differences to vanish
    rw [hadd, sub_self] at key
    rcases mul_eq_zero.1 key.symm with h0 | h0
    · exact absurd h0 hc.ne'
    · rcases mul_eq_zero.1 h0 with h0 | h0
      · exact Or.inl (sub_eq_zero.1 h0)
      · exact Or.inr (sub_eq_zero.1 h0)
  · rintro (heq | heq)
    · apply sub_eq_zero.1
      rw [key, heq]
      ring
    · apply sub_eq_zero.1
      rw [key, heq]
      ring

/-- For two noninteracting fragments with negative small-basis RPA energies, the composite of the
summed energies lies above the sum of the fragment composites exactly when the basis-set ratios
and the method ratios of the fragments differ in the same direction. -/
theorem sum_lt_composite_iff (L₁ L₂ h₁ h₂ : ℝ) {l₁ l₂ : ℝ} (hl₁ : l₁ < 0) (hl₂ : l₂ < 0) :
    composite L₁ l₁ h₁ + composite L₂ l₂ h₂ < composite (L₁ + L₂) (l₁ + l₂) (h₁ + h₂)
      ↔ 0 < (L₁ / l₁ - L₂ / l₂) * (h₁ / l₁ - h₂ / l₂) := by
  have key := defect_two L₁ L₂ h₁ h₂ hl₁.ne hl₂.ne (by linarith : l₁ + l₂ < 0).ne
  have hc := prefactor_pos hl₁ hl₂
  constructor
  · intro hlt
    have hpos := sub_pos.2 hlt
    rw [key] at hpos
    exact (mul_pos_iff_of_pos_left hc).1 hpos
  · intro hpos
    apply sub_pos.1
    rw [key]
    exact mul_pos hc hpos

variable {ι : Type*} [Fintype ι]

/-- For any finite number of noninteracting fragments the size-consistency defect is a sum over all
ordered pairs `i, j` of the products of ratio differences weighted by `l i * l j`, multiplied by
`-(1 / (2 * ∑ i, l i))`. The small-basis RPA energies of the fragments and their sum are nonzero. -/
theorem defect_many (L l h : ι → ℝ) (hl : ∀ i, l i ≠ 0) (hS : ∑ i, l i ≠ 0) :
    composite (∑ i, L i) (∑ i, l i) (∑ i, h i) - ∑ i, composite (L i) (l i) (h i)
      = -(1 / (2 * ∑ i, l i)) *
        ∑ i, ∑ j, l i * l j * ((L i / l i - L j / l j) * (h i / l i - h j / l j)) := by
  -- expand each pair term, then carry out the double sum
  have hsum : ∑ i, ∑ j, l i * l j * ((L i / l i - L j / l j) * (h i / l i - h j / l j))
      = 2 * (∑ i, l i) * (∑ i, composite (L i) (l i) (h i))
        - 2 * (∑ i, L i) * (∑ i, h i) := by
    calc _ = ∑ i, ∑ j, (composite (L i) (l i) (h i) * l j + l i * composite (L j) (l j) (h j)
          - L i * h j - h i * L j) := by
          refine sum_congr rfl fun i _ => sum_congr rfl fun j _ => ?_
          have hi := hl i
          have hj := hl j
          unfold composite
          field_simp
          ring
      _ = _ := by
          simp only [sum_add_distrib, sum_sub_distrib, ← mul_sum, ← sum_mul]
          ring
  rw [hsum, show composite (∑ i, L i) (∑ i, l i) (∑ i, h i)
    = (∑ i, L i) * (∑ i, h i) / (∑ i, l i) from rfl]
  field_simp
  ring

/-- The composite is additive over any finite number of noninteracting fragments that all share
the basis-set ratio or all share the method ratio, provided the small-basis RPA energies of the
fragments and their sum are nonzero. -/
theorem composite_additive_many (L l h : ι → ℝ) (hl : ∀ i, l i ≠ 0) (hS : ∑ i, l i ≠ 0)
    (hr : (∀ i j, L i / l i = L j / l j) ∨ (∀ i j, h i / l i = h j / l j)) :
    composite (∑ i, L i) (∑ i, l i) (∑ i, h i) = ∑ i, composite (L i) (l i) (h i) := by
  have hzero :
      ∑ i, ∑ j, l i * l j * ((L i / l i - L j / l j) * (h i / l i - h j / l j)) = 0 := by
    refine sum_eq_zero fun i _ => sum_eq_zero fun j _ => ?_
    rcases hr with hr | hr
    · rw [sub_eq_zero.2 (hr i j), zero_mul, mul_zero]
    · rw [sub_eq_zero.2 (hr i j), mul_zero, mul_zero]
  apply sub_eq_zero.1
  rw [defect_many L l h hl hS, hzero, mul_zero]

/-- Three fragments with small-basis RPA energies `-1, -1, -1`, large-basis RPA energies
`-1, -2, -3` and higher-method energies `-1, -2, -1` have an additive composite, although the first
two fragments differ in both the basis-set ratio and the method ratio. -/
theorem three_fragments_additive_without_common_ratio :
    composite (-1 + -2 + -3) (-1 + -1 + -1) (-1 + -2 + -1)
        = composite (-1) (-1) (-1) + composite (-2) (-1) (-2) + composite (-3) (-1) (-1)
      ∧ (-1 : ℝ) / -1 ≠ -2 / -1 := by
  constructor
  · norm_num [composite]
  · norm_num

end

end RatioScaledComposite
```

```lean
#print axioms RatioScaledComposite.composite_additive_iff
-- 'RatioScaledComposite.composite_additive_iff' depends on axioms: [propext, Classical.choice, Quot.sound]
#print axioms RatioScaledComposite.sum_lt_composite_iff
-- 'RatioScaledComposite.sum_lt_composite_iff' depends on axioms: [propext, Classical.choice, Quot.sound]
#print axioms RatioScaledComposite.composite_additive_many
-- 'RatioScaledComposite.composite_additive_many' depends on axioms: [propext, Classical.choice, Quot.sound]
#print axioms RatioScaledComposite.three_fragments_additive_without_common_ratio
-- 'RatioScaledComposite.three_fragments_additive_without_common_ratio' depends on axioms: [propext, Classical.choice, Quot.sound]
```

## From the algebra to the proof

In `defect_two`, `field_simp` clears the denominators and `ring` checks the remaining polynomial identity. `prefactor_pos` supplies the sign.

For the forward direction of `composite_additive_iff`, additivity turns the left side of `key` into zero. Two uses of `mul_eq_zero` then split the product: the prefactor can't vanish, so one of the ratio differences does. Conversely, inserting an equal ratio makes the defect zero. `sum_lt_composite_iff` cancels the positive prefactor from an inequality instead.

In `defect_many`, the first step of the `calc` block is the pair expansion above, and the second carries out the double sum. `composite_additive_many` then shows that each term is zero.

The last theorem evaluates the three-fragment example with `norm_num`. Its single inequality, `(-1 : ℝ) / -1 ≠ -2 / -1`, serves for both ratios, because $L_i=h_i$ for the first two fragments.
